# One Slater function with $n=l+1$ in a bare Coulomb field: exponent $a$ costs exactly $(a-Z/n)^2/2$

## Does the 1s parabola survive the centrifugal term of a 4f electron?

Take one electron at a nucleus of charge $Z$ and the 1s trial function $u(r)\propto r\,e^{-ar}$. In atomic units its kinetic energy is $a^2/2$ and its attraction energy is $-Za$, so the total is $-Z^2/2+(a-Z)^2/2$. Using the hydrogen exponent $a=1$ for He⁺ therefore costs $1/2$ hartree.

For 4f I would use $r^4e^{-ar}$, but now there is a centrifugal term $6/r^2$, and I expected it to bring in a complicated dependence on $l$. If I fix the 4f exponent at one charge and keep it for the neighbouring charges, is the error still a pure square, and how large is it?

## The centrifugal term cancels, and the 4f error is $(Z-Z_0)^2/32$

Yes, it is still a pure square. For every $l$, with $n=l+1$ and $a>0$, the normalised function $u=Nr^ne^{-ar}$ has energy
$$E(a)=-\frac{Z^2}{2n^2}+\frac12\left(a-\frac Zn\right)^2 .$$

**Action of the Hamiltonian.** The radial Hamiltonian is
$$H=-\frac12\frac{d^2}{dr^2}+\frac{l(l+1)}{2r^2}-\frac Zr .$$
Since $u'=(n/r-a)u$, a second differentiation gives
$$u''=\left[\left(\frac nr-a\right)^2-\frac n{r^2}\right]u=\left[\frac{n(n-1)}{r^2}-\frac{2an}{r}+a^2\right]u .$$
Because $n(n-1)=l(l+1)$, the $1/r^2$ part of $-u''/2$ cancels the centrifugal term:
$$Hu=\left(\frac{an-Z}{r}-\frac{a^2}{2}\right)u .$$
At $a=Z/n$ the $1/r$ term vanishes too, leaving $Hu=-\frac{Z^2}{2n^2}u$. For $Z>0$ this identifies the reference level as the energy of a bound state.

**Norm and mean of $1/r$.** For $b>0$, let $I_k=\int_0^\infty r^ke^{-br}\,dr$. Then $I_0=1/b$, and integration by parts gives $I_k=(k/b)I_{k-1}$ for $k\ge1$, so $I_k=k!/b^{k+1}$. With $b=2a$, unit norm requires $N^2=(2a)^{2n+1}/(2n)!$, and
$$\left\langle\frac1r\right\rangle=N^2\,\frac{(2n-1)!}{(2a)^{2n}}=\frac{2a}{2n}=\frac an .$$

**Energy.** Putting these together,
$$E(a)=(an-Z)\frac an-\frac{a^2}2=\frac{a^2}2-\frac{Za}n ,$$
and completing the square gives the formula above.

**Reused 4f exponent.** With $n=4$ and $a=Z_0/4$, the error at charge $Z$ is $\frac12\left(\frac{Z_0-Z}{4}\right)^2=(Z-Z_0)^2/32$.

**One exponent for a series.** Let $M$ charges $Z_i$ have mean $Z_m$. Write
$$a-\frac{Z_i}n=\left(a-\frac{Z_m}n\right)-\frac{Z_i-Z_m}n ,$$
square, and sum. The cross term vanishes because $\sum_i(Z_i-Z_m)=0$, so the total error is
$$\frac M2\left(a-\frac{Z_m}n\right)^2+\sum_i\frac{(Z_i-Z_m)^2}{2n^2}.$$
Fitting the exponent to a positive mean charge removes the first term. The spread of the charges remains. For three 4f charges $Z_m-1,Z_m,Z_m+1$ it amounts to $1/16$ hartree in total.

### From 4f integrals to an energy

In a calculation with Slater functions, the diagonal one-electron integrals of this 4f function are $a^2/2$ for the kinetic energy, centrifugal part included, and $-Za/4$ for the nuclear attraction. Take $Z_0=20$, so $a=5$, and reuse it at $Z=22$. The integrals are $12.5$ and $-27.5$, with sum $-15$. The exact level is $-22^2/32=-15.125$, and the difference is $0.125=2^2/32$.

For a single non-relativistic electron in a bare Coulomb field, described by one basis function, this gives the full cost of sharing an exponent between nuclear charges. In a lanthanide atom, screening, electron repulsion and relativity change the energy curve, so these numbers are not error estimates for such an atom.

### What the Lean definitions and theorems say

`radialH l Z u r` is $(Hu)(r)$ in atomic units, with the second derivative taken as `deriv (deriv u) r`. The angular momentum `l` is a natural number and the charge `Z` is any real number. `slater l a` is the reduced radial function, including its normalisation constant `slaterNorm l a`. The power is always `l + 1`, so only the nodeless family 1s, 2p, 3d, 4f, … is described.

`energy l Z u` is $\int_0^\infty u\,(Hu)\,dr$, without division by the norm. For the Slater functions with $a>0$ it is the energy expectation value: they are smooth, vanish at the nucleus and have unit norm by `slater_normalised`. Unit norm alone would not be enough: for $l=0$ and $Z=0$, the function $u=\sqrt2\,e^{-r}$ gives $-\frac12$, although a kinetic energy cannot be negative. `level l Z` is $-Z^2/(2n^2)$.

The main theorem is `energy_slater`. Its only hypothesis is `0 < a`, which stands for a function that decays at large $r$. `reused_4f_exponent` sets `l` to 3 and the exponent to `Z₀ / 4`, with `0 < Z₀`. In `shared_exponent_error`, a finite set `s` labels the atoms, and the hypothesis `hm` says that the charges sum to the number of atoms times `Zm`. For a non-empty set this makes `Zm` the mean; for an empty one both sides of the result are zero.

The hypothesis `hm` does real work. Take a single atom with $l=0$, $Z=1$, $a=1$, but put $Z_m=0$. The true error is $0$, while the right-hand side gives $\frac12+\frac12=1$. So the split need not hold when $Z_m$ is not the mean charge.

```lean
import Mathlib

open MeasureTheory Set

namespace SlaterExponentError

noncomputable section

/-- The radial Hamiltonian `-(1/2) d²/dr² + l(l+1)/(2r²) - Z/r` in atomic units, acting on a
reduced radial function `u` at a radius `r ≠ 0`. -/
def radialH (l : ℕ) (Z : ℝ) (u : ℝ → ℝ) (r : ℝ) : ℝ :=
  -(1 / 2) * deriv (deriv u) r + (l : ℝ) * (l + 1) / (2 * r ^ 2) * u r - Z / r * u r

/-- The normalisation constant of the Slater function with `n = l + 1` and exponent `a > 0`. -/
def slaterNorm (l : ℕ) (a : ℝ) : ℝ :=
  √((2 * a) ^ (2 * l + 3) / (Nat.factorial (2 * l + 2) : ℝ))

/-- The reduced radial Slater function `N r^(l+1) exp(-a r)`, for `a > 0`. -/
def slater (l : ℕ) (a r : ℝ) : ℝ :=
  slaterNorm l a * (r ^ (l + 1) * Real.exp (-a * r))

/-- The energy integral `∫ u (H u) dr` over the half-line, for a normalised `u`. -/
def energy (l : ℕ) (Z : ℝ) (u : ℝ → ℝ) : ℝ :=
  ∫ r in Ioi (0 : ℝ), u r * radialH l Z u r

/-- The hydrogenic level `-Z²/(2n²)` with `n = l + 1`. -/
def level (l : ℕ) (Z : ℝ) : ℝ := -Z ^ 2 / (2 * ((l : ℝ) + 1) ^ 2)

/-- For `b > 0` the function `r^k exp(-b r)` is integrable on the half-line, with integral
`k!/b^(k+1)`. -/
theorem radial_moment (k : ℕ) {b : ℝ} (hb : 0 < b) :
    IntegrableOn (fun r : ℝ => r ^ k * Real.exp (-b * r)) (Ioi 0) ∧
      ∫ r in Ioi (0 : ℝ), r ^ k * Real.exp (-b * r) =
        (Nat.factorial k : ℝ) / b ^ (k + 1) := by
  have hI : ∫ r in Ioi (0 : ℝ), r ^ k * Real.exp (-b * r) =
      (Nat.factorial k : ℝ) / b ^ (k + 1) := by
    -- Euler's Gamma integral at an integer argument
    have h := Real.integral_rpow_mul_exp_neg_mul_Ioi
      (show (0 : ℝ) < (k : ℝ) + 1 by positivity) hb
    simp only [add_sub_cancel_right, Real.rpow_natCast] at h
    rw [Real.Gamma_nat_eq_factorial,
      show (k : ℝ) + 1 = ((k + 1 : ℕ) : ℝ) by push_cast; rfl, Real.rpow_natCast] at h
    simp only [neg_mul]
    rw [h, one_div, inv_pow, div_eq_mul_inv, mul_comm]
  refine ⟨?_, hI⟩
  by_contra hn
  have h0 : ∫ r in Ioi (0 : ℝ), r ^ k * Real.exp (-b * r) = 0 := integral_undef hn
  rw [hI] at h0
  exact absurd h0 (ne_of_gt (by positivity))

/-- The radial density of the Slater function with exponent `a > 0`. -/
theorem slater_sq (l : ℕ) {a : ℝ} (ha : 0 < a) (r : ℝ) :
    slater l a r ^ 2 = (2 * a) ^ (2 * l + 3) / (Nat.factorial (2 * l + 2) : ℝ) *
      (r ^ (2 * l + 2) * Real.exp (-(2 * a) * r)) := by
  have hE : Real.exp (-(2 * a) * r) = Real.exp (-a * r) ^ 2 := by
    rw [← Real.exp_nat_mul]
    congr 1
    push_cast
    ring
  have hN : slaterNorm l a ^ 2 =
      (2 * a) ^ (2 * l + 3) / (Nat.factorial (2 * l + 2) : ℝ) :=
    Real.sq_sqrt (by positivity)
  unfold slater
  rw [mul_pow, hN, hE]
  ring

/-- The Slater function with exponent `a > 0` has unit norm. -/
theorem slater_normalised (l : ℕ) {a : ℝ} (ha : 0 < a) :
    ∫ r in Ioi (0 : ℝ), slater l a r ^ 2 = 1 := by
  simp only [slater_sq l ha]
  rw [integral_const_mul, (radial_moment (2 * l + 2) (show 0 < 2 * a by positivity)).2,
    div_mul_div_comm, div_eq_one_iff_eq (by positivity)]
  ring

/-- Away from the nucleus the Hamiltonian multiplies the Slater function by
`(a n - Z)/r - a²/2`, with `n = l + 1`. -/
theorem radialH_slater (l : ℕ) (Z a : ℝ) {r : ℝ} (hr : r ≠ 0) :
    radialH l Z (slater l a) r =
      ((a * ((l : ℝ) + 1) - Z) / r - a ^ 2 / 2) * slater l a r := by
  have hpe : ∀ (k : ℕ) (x : ℝ), HasDerivAt (fun y : ℝ => y ^ k * Real.exp (-a * y))
      ((k : ℝ) * x ^ (k - 1) * Real.exp (-a * x) - a * (x ^ k * Real.exp (-a * x))) x := by
    intro k x
    have h0 : HasDerivAt (fun y : ℝ => -a * y) (-a) x :=
      ((hasDerivAt_id' x).const_mul (-a)).congr_deriv (mul_one _)
    exact ((hasDerivAt_pow k x).fun_mul h0.exp).congr_deriv (by ring)
  have hs : ∀ x : ℝ, HasDerivAt (fun y : ℝ => y ^ (l + 1) * Real.exp (-a * y))
      (((l : ℝ) + 1) * (x ^ l * Real.exp (-a * x)) -
        a * (x ^ (l + 1) * Real.exp (-a * x))) x := fun x =>
    (hpe (l + 1) x).congr_deriv (by rw [Nat.add_sub_cancel]; push_cast; ring)
  have hd : deriv (slater l a) = fun x => slaterNorm l a *
      (((l : ℝ) + 1) * (x ^ l * Real.exp (-a * x)) -
        a * (x ^ (l + 1) * Real.exp (-a * x))) :=
    funext fun x => HasDerivAt.deriv ((hs x).const_mul (slaterNorm l a))
  -- the second derivative
  have h2 : HasDerivAt (deriv (slater l a)) (slaterNorm l a *
      (((l : ℝ) + 1) * ((l : ℝ) * r ^ (l - 1) * Real.exp (-a * r) -
          a * (r ^ l * Real.exp (-a * r))) -
        a * (((l : ℝ) + 1) * (r ^ l * Real.exp (-a * r)) -
          a * (r ^ (l + 1) * Real.exp (-a * r))))) r := by
    rw [hd]
    exact (((hpe l r).const_mul ((l : ℝ) + 1)).fun_sub ((hs r).const_mul a)).const_mul _
  have hl : (l : ℝ) * r ^ (l - 1) = (l : ℝ) * r ^ l / r := by
    rcases l with _ | m
    · simp
    · rw [Nat.add_sub_cancel, pow_succ]
      field_simp
  unfold radialH
  rw [h2.deriv, hl]
  unfold slater
  rw [pow_succ r l]
  generalize Real.exp (-a * r) = E
  generalize r ^ l = P
  field_simp
  ring

/-- With exponent `Z/n`, `n = l + 1`, the Slater function satisfies the radial Schrödinger
equation with energy `-Z²/(2n²)` away from the nucleus. -/
theorem slater_eigenfunction (l : ℕ) (Z : ℝ) {r : ℝ} (hr : r ≠ 0) :
    radialH l Z (slater l (Z / ((l : ℝ) + 1))) r =
      level l Z * slater l (Z / ((l : ℝ) + 1)) r := by
  have hl : (l : ℝ) + 1 ≠ 0 := by positivity
  rw [radialH_slater l Z _ hr, div_mul_cancel₀ _ hl, sub_self, zero_div, zero_sub]
  unfold level
  congr 1
  field_simp

/-- The energy density of the Slater function with `a > 0`, at `r > 0`, as a combination of
two powers of `r` times an exponential. -/
theorem energy_density (l : ℕ) (Z : ℝ) {a r : ℝ} (ha : 0 < a) (hr : 0 < r) :
    slater l a r * radialH l Z (slater l a) r =
      (2 * a) ^ (2 * l + 3) / (Nat.factorial (2 * l + 2) : ℝ) *
        ((a * ((l : ℝ) + 1) - Z) * (r ^ (2 * l + 1) * Real.exp (-(2 * a) * r)) -
          a ^ 2 / 2 * (r ^ (2 * l + 2) * Real.exp (-(2 * a) * r))) := by
  have hA : (a * ((l : ℝ) + 1) - Z) / r * r = a * ((l : ℝ) + 1) - Z :=
    div_mul_cancel₀ _ hr.ne'
  have hp : r ^ (2 * l + 2) = r ^ (2 * l + 1) * r := pow_succ _ _
  rw [radialH_slater l Z a hr.ne', mul_left_comm, ← sq, slater_sq l ha, hp]
  generalize (a * ((l : ℝ) + 1) - Z) / r = q at hA ⊢
  rw [← hA]
  ring

/-- The energy density of the Slater function with `a > 0` is integrable on the half-line. -/
theorem energy_integrable (l : ℕ) (Z : ℝ) {a : ℝ} (ha : 0 < a) :
    IntegrableOn (fun r => slater l a r * radialH l Z (slater l a) r) (Ioi 0) := by
  have hb : 0 < 2 * a := by positivity
  have h := Integrable.const_mul
    (Integrable.sub
      (Integrable.const_mul (radial_moment (2 * l + 1) hb).1 (a * ((l : ℝ) + 1) - Z))
      (Integrable.const_mul (radial_moment (2 * l + 2) hb).1 (a ^ 2 / 2)))
    ((2 * a) ^ (2 * l + 3) / (Nat.factorial (2 * l + 2) : ℝ))
  exact IntegrableOn.congr_fun h (fun r hr => (energy_density l Z ha hr).symm)
    measurableSet_Ioi

/-- The normalised Slater function with `n = l + 1` and exponent `a > 0` has an energy exactly
`(a - Z/n)²/2` above `-Z²/(2n²)`. -/
theorem energy_slater (l : ℕ) (Z : ℝ) {a : ℝ} (ha : 0 < a) :
    energy l Z (slater l a) = level l Z + (a - Z / ((l : ℝ) + 1)) ^ 2 / 2 := by
  have hb : 0 < 2 * a := by positivity
  have hl : (l : ℝ) + 1 ≠ 0 := by positivity
  obtain ⟨i1, m1⟩ := radial_moment (2 * l + 1) hb
  obtain ⟨i2, m2⟩ := radial_moment (2 * l + 2) hb
  have h : energy l Z (slater l a) = ∫ r in Ioi (0 : ℝ),
      (2 * a) ^ (2 * l + 3) / (Nat.factorial (2 * l + 2) : ℝ) *
        ((a * ((l : ℝ) + 1) - Z) * (r ^ (2 * l + 1) * Real.exp (-(2 * a) * r)) -
          a ^ 2 / 2 * (r ^ (2 * l + 2) * Real.exp (-(2 * a) * r))) :=
    setIntegral_congr_fun measurableSet_Ioi (fun r hr => energy_density l Z ha hr)
  have hf : (Nat.factorial (2 * l + 2) : ℝ) =
      (2 * (l : ℝ) + 2) * (Nat.factorial (2 * l + 1) : ℝ) := by
    rw [show 2 * l + 2 = (2 * l + 1) + 1 from rfl, Nat.factorial_succ]
    push_cast
    ring
  -- the mean of 1/r is a/n, and the norm is one
  have c1 : (2 * a) ^ (2 * l + 3) / (Nat.factorial (2 * l + 2) : ℝ) *
      ((Nat.factorial (2 * l + 1) : ℝ) / (2 * a) ^ (2 * l + 1 + 1)) = a / ((l : ℝ) + 1) := by
    rw [hf, div_mul_div_comm, div_eq_div_iff (by positivity) hl]
    ring
  have c2 : (2 * a) ^ (2 * l + 3) / (Nat.factorial (2 * l + 2) : ℝ) *
      ((Nat.factorial (2 * l + 2) : ℝ) / (2 * a) ^ (2 * l + 2 + 1)) = 1 := by
    rw [div_mul_div_comm, div_eq_one_iff_eq (by positivity)]
    ring
  rw [h, integral_const_mul, integral_sub (Integrable.const_mul i1 _)
    (Integrable.const_mul i2 _), integral_const_mul, integral_const_mul, m1, m2,
    mul_sub, mul_left_comm, c1, mul_left_comm, c2]
  unfold level
  field_simp
  ring

/-- A 4f Slater function with exponent `Z₀/4`, `Z₀ > 0`, used at nuclear charge `Z` has an
energy exactly `(Z - Z₀)²/32` above the level `-Z²/32`. -/
theorem reused_4f_exponent (Z : ℝ) {Z₀ : ℝ} (h₀ : 0 < Z₀) :
    energy 3 Z (slater 3 (Z₀ / 4)) - level 3 Z = (Z - Z₀) ^ 2 / 32 := by
  rw [energy_slater 3 Z (show 0 < Z₀ / 4 by positivity), add_sub_cancel_left]
  push_cast
  ring

/-- When a series of nuclear charges with mean `Zm` shares one exponent `a > 0`, the total
energy error is the number of atoms times `(a - Zm/n)²/2`, plus the sum of
`(Z - Zm)²/(2n²)` over the series, with `n = l + 1`. -/
theorem shared_exponent_error {ι : Type*} (s : Finset ι) (Z : ι → ℝ) (l : ℕ) {a Zm : ℝ}
    (ha : 0 < a) (hm : ∑ i ∈ s, Z i = (s.card : ℝ) * Zm) :
    ∑ i ∈ s, (energy l (Z i) (slater l a) - level l (Z i)) =
      (s.card : ℝ) * ((a - Zm / ((l : ℝ) + 1)) ^ 2 / 2) +
        ∑ i ∈ s, (Z i - Zm) ^ 2 / (2 * ((l : ℝ) + 1) ^ 2) := by
  have hl : (l : ℝ) + 1 ≠ 0 := by positivity
  -- expand each error about the mean charge
  have key : ∀ i, energy l (Z i) (slater l a) - level l (Z i) =
      (a - Zm / ((l : ℝ) + 1)) ^ 2 / 2 -
        (a - Zm / ((l : ℝ) + 1)) / ((l : ℝ) + 1) * (Z i - Zm) +
        (Z i - Zm) ^ 2 / (2 * ((l : ℝ) + 1) ^ 2) := by
    intro i
    rw [energy_slater l (Z i) ha, add_sub_cancel_left]
    field_simp
    ring
  -- the linear term averages to zero
  have h0 : ∑ i ∈ s, (Z i - Zm) = 0 := by
    rw [Finset.sum_sub_distrib, hm, Finset.sum_const, nsmul_eq_mul, sub_self]
  rw [Finset.sum_congr rfl (fun i _ => key i), Finset.sum_add_distrib,
    Finset.sum_sub_distrib, ← Finset.mul_sum, h0, Finset.sum_const, nsmul_eq_mul,
    mul_zero, sub_zero]

end

end SlaterExponentError
```

```lean
#print axioms SlaterExponentError.slater_eigenfunction
#print axioms SlaterExponentError.energy_integrable
#print axioms SlaterExponentError.reused_4f_exponent
#print axioms SlaterExponentError.shared_exponent_error
```

```
'SlaterExponentError.slater_eigenfunction' depends on axioms: [propext, Classical.choice, Quot.sound]
'SlaterExponentError.energy_integrable' depends on axioms: [propext, Classical.choice, Quot.sound]
'SlaterExponentError.reused_4f_exponent' depends on axioms: [propext, Classical.choice, Quot.sound]
'SlaterExponentError.shared_exponent_error' depends on axioms: [propext, Classical.choice, Quot.sound]
```

### From derivatives to the summed error

`radial_moment` gets $k!/b^{k+1}$ from Mathlib's Gamma integral. Integrability then follows by contradiction: Lean assigns the integral of a non-integrable function the value zero, whereas this one is positive.

`radialH_slater` is the cancellation step. Inside it, `hpe` differentiates $r^ke^{-ar}$ for general $k$, `hs` specialises to $k=l+1$, and `h2` gives the second derivative. These are product-rule versions of the formula for $u''$ above. The auxiliary equation `hl` rewrites $l\,r^{l-1}$ as $l\,r^l/r$, treating $l=0$ separately. After that, `field_simp` and `ring` cancel the $1/r^2$ terms. `slater_eigenfunction` then substitutes $a=Z/n$. It describes a bound state only for $Z>0$: for $Z\le0$ Lean's square root makes the normalisation constant zero, and both sides of the equation vanish.

`slater_sq` computes $u^2$, from which `slater_normalised` obtains the unit norm. `energy_density` uses the same square to write $u\,Hu$ as a combination of $r^{2l+1}e^{-2ar}$ and $r^{2l+2}e^{-2ar}$, and `energy_integrable` shows that this combination is integrable.

In `energy_slater` the integral is split into these two moments. The step `c1` is $\langle1/r\rangle=a/n$, `c2` is the unit norm, and the closing `field_simp` and `ring` complete the square.

`reused_4f_exponent` is a substitution into that result. For the series, `key` expands each error about `Zm`, `h0` shows that the deviations sum to zero, and the final rewriting adds up the terms that are left.
